# A normalised axial hybrid of angular momenta 0 to L has angular amplitude at most L + 1 times that of an s orbital

Take one normalised axial orbital for each angular momentum $l = 0, \dots, L$, all with the same radial part and with angular parts that are positive in the chosen direction along the axis, and mix them with real coefficients $c_0, \dots, c_L$ whose squares sum to one. In units of the angular amplitude of an s orbital, the hybrid's amplitude along its axis satisfies

$$S = \sum_{l=0}^{L} \sqrt{2l+1}\; c_l \;\le\; L+1,$$

with equality exactly when $c_l = \sqrt{2l+1}/(L+1)$ for every $l \le L$. The maximum is 2 for hybrids of s and p orbitals and 3 for axial hybrids of s, p and d orbitals.

## Amplitude along the axis

An axial orbital of angular momentum $l$ is unchanged by rotations about the chosen axis. Its normalised angular part is $\sqrt{(2l+1)/4\pi}\,P_l(\cos\theta)$, where $\theta$ is the angle from the axis and $P_l$ is the Legendre polynomial. The s orbital has the constant angular part $1/\sqrt{4\pi}$, which serves as the unit. Since $P_l(1) = 1$, the orbital with angular momentum $l$ contributes $\sqrt{2l+1}$ on the axis: 1 for s, $\sqrt3$ for p and $\sqrt5$ for d.

Pauling used this amplitude as a measure of the bond-forming strength of a hybrid, on the assumption that the orbitals being mixed have similar radial parts. The result concerns the amplitude alone. That a larger amplitude means a stronger bond is a separate physical hypothesis, and no bond energy enters here.

In bonding analysis the bound gives a ceiling against which the axial amplitude of a single hybrid can be judged, within the model of a common radial function. It places no orthogonality condition on several hybrids sharing an atom.

## The statements in Lean's terms

The coefficients are a function `c : ℕ → ℝ`. The sums run over `range (L + 1)`, that is, over $l = 0, \dots, L$, so values of `c` beyond `L` play no part. `axialAmplitude L c` is $S$, and `IsNormalised L c` says that the squares of the coefficients sum to one. This is the normalisation of the hybrid when the orbitals being mixed are orthonormal. The weights $\sqrt{2l+1}$ are written into the definition of the amplitude; they are not derived from spherical harmonics. Each axial orbital is taken with its positive sign on the axis.

Five theorems carry the physical content:

- `axialAmplitude_eq` gives the amplitude exactly, in terms of the distance between the coefficients and the optimal ones.
- `pauling_strength` gives the bound and the condition for equality. The condition is `∀ l ≤ L`, so it fixes every coefficient that enters, including its sign.
- `greatest_strength` says that $L+1$ is the greatest element of the set of amplitudes of normalised hybrids: it is attained, and nothing exceeds it.
- `sp_strength` treats s and p orbitals without choosing an axis in advance. The p part is a vector `p : Fin 3 → ℝ`, and the amplitude is taken in the direction of an arbitrary unit vector `n`.
- `spd_strength` treats three real coefficients `a`, `b`, `d` of the axial s, p and d orbitals.

Here "sp" means "built from s and p orbitals". The maximum of 2 belongs to the composition with one quarter s character, which chemists call sp³, and not to the linear hybrid with equal s and p weights.

## Completing the square

The weights $2l+1$ are the numbers of orbitals in the shells, and they sum to a square:

$$\sum_{l=0}^{L} (2l+1) = (L+1)^2.$$

For $L=0$ both sides are 1. Going from $L$ to $L+1$ adds $2(L+1)+1$, and $(L+1)^2 + 2(L+1) + 1 = (L+2)^2$.

Write $u_l = \sqrt{2l+1}/(L+1)$ for the Pauling coefficients. Their squares sum to $(L+1)^2/(L+1)^2 = 1$, so they describe a normalised hybrid. The overlap of any other hybrid with it is

$$\sum_{l=0}^{L} c_l u_l = \frac{1}{L+1}\sum_{l=0}^{L}\sqrt{2l+1}\;c_l = \frac{S}{L+1}.$$

Now let $D = \sum_{l=0}^{L} (c_l-u_l)^2$ be the squared distance between the two sets of coefficients. Expanding the square gives

$$D = \sum_{l=0}^{L} c_l^2 - 2\sum_{l=0}^{L} c_l u_l + \sum_{l=0}^{L} u_l^2 = 2 - \frac{2S}{L+1},$$

and therefore

$$S = (L+1)\left(1-\frac{D}{2}\right).$$

Because $D \ge 0$, the amplitude is at most $L+1$. If it equals $L+1$, then $D = 0$; a sum of squares vanishes only when each square does, so $c_l = u_l$ for every $l \le L$. Conversely, $c_l = u_l$ gives $D = 0$ and $S = L+1$.

The identity also measures what a non-optimal hybrid loses, namely $(L+1)D/2$. This is quadratic in the deviation of the coefficients, so a modest change of composition costs little amplitude.

## An s and p hybrid in any direction

In the same units, the three p orbitals have amplitudes $\sqrt3\,n_x$, $\sqrt3\,n_y$ and $\sqrt3\,n_z$ in the direction of a unit vector $\mathbf n$. A hybrid with s coefficient $s$ and p vector $\mathbf p$, normalised by $s^2 + |\mathbf p|^2 = 1$, thus has amplitude $s + \sqrt3\,\mathbf p\cdot\mathbf n$ in that direction. Completing the square gives

$$\left(s-\tfrac12\right)^2 + \left|\mathbf p - \tfrac{\sqrt3}{2}\mathbf n\right|^2
= s^2 + |\mathbf p|^2 - s - \sqrt3\,\mathbf p\cdot\mathbf n + \tfrac14 + \tfrac34
= 2 - \left(s+\sqrt3\,\mathbf p\cdot\mathbf n\right).$$

The left side is non-negative, so the amplitude is at most 2. It equals 2 exactly when both squares vanish, which means $s = \tfrac12$ and $\mathbf p = \tfrac{\sqrt3}{2}\mathbf n$.

## Adding the axial d orbital

For coefficients $a$, $b$, $d$ with $a^2+b^2+d^2=1$ and amplitude $S = a+\sqrt3\,b+\sqrt5\,d$, the same expansion gives

$$\left(a-\tfrac13\right)^2+\left(b-\tfrac{\sqrt3}{3}\right)^2+\left(d-\tfrac{\sqrt5}{3}\right)^2
= 1 - \tfrac23 S + \tfrac{1+3+5}{9} = 2-\tfrac23 S.$$

Hence $S \le 3$, with equality exactly at $a = \tfrac13$, $b = \tfrac{\sqrt3}{3}$, $d = \tfrac{\sqrt5}{3}$. The optimal hybrid has s, p and d weights $1/9$, $3/9$ and $5/9$.

## The complete Lean file

```lean
import Mathlib

open Finset

namespace PaulingHybridStrength

noncomputable section

/-- Amplitude along its axis of the hybrid with coefficients `c 0, ..., c L`, in units of the
angular amplitude of an s orbital; the axial orbital of angular momentum `l` contributes
`√(2l+1)`. -/
def axialAmplitude (L : ℕ) (c : ℕ → ℝ) : ℝ :=
  ∑ l ∈ range (L + 1), √(2 * (l : ℝ) + 1) * c l

/-- The hybrid built from angular momenta `0, ..., L` is normalised. -/
def IsNormalised (L : ℕ) (c : ℕ → ℝ) : Prop :=
  ∑ l ∈ range (L + 1), c l ^ 2 = 1

/-- The Pauling coefficients `√(2l+1)/(L+1)`. -/
def paulingCoeff (L l : ℕ) : ℝ := √(2 * (l : ℝ) + 1) / ((L : ℝ) + 1)

/-- The shell degeneracies `2l+1` for `l = 0, ..., L` add up to `(L+1)²`. -/
theorem sum_degeneracies (L : ℕ) :
    ∑ l ∈ range (L + 1), (2 * (l : ℝ) + 1) = ((L : ℝ) + 1) ^ 2 := by
  induction L with
  | zero => simp
  | succ L ih =>
    rw [sum_range_succ, ih]
    push_cast
    ring

/-- The hybrid with the Pauling coefficients is normalised. -/
theorem paulingCoeff_normalised (L : ℕ) : IsNormalised L (paulingCoeff L) := by
  have h : ∀ l : ℕ, paulingCoeff L l ^ 2 = (2 * (l : ℝ) + 1) / ((L : ℝ) + 1) ^ 2 := by
    intro l
    unfold paulingCoeff
    rw [div_pow, Real.sq_sqrt (by positivity)]
  unfold IsNormalised
  rw [sum_congr rfl (fun l _ => h l), ← sum_div, sum_degeneracies]
  exact div_self (by positivity)

/-- The axial amplitude of a normalised hybrid is `L+1` times one minus half the squared
distance of its coefficients from the Pauling coefficients. -/
theorem axialAmplitude_eq (L : ℕ) (c : ℕ → ℝ) (hc : IsNormalised L c) :
    axialAmplitude L c =
      ((L : ℝ) + 1) * (1 - (∑ l ∈ range (L + 1), (c l - paulingCoeff L l) ^ 2) / 2) := by
  have hL : (L : ℝ) + 1 ≠ 0 := by positivity
  have hc' : ∑ l ∈ range (L + 1), c l ^ 2 = 1 := hc
  have hp : ∑ l ∈ range (L + 1), paulingCoeff L l ^ 2 = 1 := paulingCoeff_normalised L
  -- the overlap with the Pauling hybrid is the amplitude divided by L + 1
  have hcross : ∑ l ∈ range (L + 1), c l * paulingCoeff L l
      = axialAmplitude L c / ((L : ℝ) + 1) := by
    unfold axialAmplitude paulingCoeff
    rw [sum_div]
    refine sum_congr rfl (fun l _ => ?_)
    ring
  have hexp : ∑ l ∈ range (L + 1), (c l - paulingCoeff L l) ^ 2
      = ∑ l ∈ range (L + 1), c l ^ 2 - 2 * ∑ l ∈ range (L + 1), c l * paulingCoeff L l
        + ∑ l ∈ range (L + 1), paulingCoeff L l ^ 2 := by
    rw [mul_sum, ← sum_sub_distrib, ← sum_add_distrib]
    refine sum_congr rfl (fun l _ => ?_)
    ring
  rw [hexp, hc', hp, hcross]
  have h := div_mul_cancel₀ (axialAmplitude L c) hL
  linear_combination -h

/-- A normalised hybrid of angular momenta `0, ..., L` has axial amplitude at most `L+1`, with
equality exactly when every coefficient is `√(2l+1)/(L+1)`. -/
theorem pauling_strength (L : ℕ) (c : ℕ → ℝ) (hc : IsNormalised L c) :
    axialAmplitude L c ≤ (L : ℝ) + 1 ∧
      (axialAmplitude L c = (L : ℝ) + 1 ↔
        ∀ l ≤ L, c l = √(2 * (l : ℝ) + 1) / ((L : ℝ) + 1)) := by
  have hL : 0 < (L : ℝ) + 1 := by positivity
  have hd := axialAmplitude_eq L c hc
  have hnn : 0 ≤ ∑ l ∈ range (L + 1), (c l - paulingCoeff L l) ^ 2 :=
    sum_nonneg (fun l _ => sq_nonneg _)
  refine ⟨by nlinarith [mul_nonneg hL.le hnn], fun heq => ?_, fun h => ?_⟩
  · -- maximal amplitude leaves no distance to the Pauling coefficients
    have hz : ((L : ℝ) + 1) * ∑ l ∈ range (L + 1), (c l - paulingCoeff L l) ^ 2 = 0 := by
      linear_combination 2 * hd - 2 * heq
    have hD := (mul_eq_zero.1 hz).resolve_left hL.ne'
    intro l hl
    have hl0 := (sum_eq_zero_iff_of_nonneg (fun l _ => sq_nonneg _)).1 hD l
      (mem_range.2 (by omega))
    exact sub_eq_zero.1 ((pow_eq_zero_iff two_ne_zero).1 hl0)
  · have hD : ∑ l ∈ range (L + 1), (c l - paulingCoeff L l) ^ 2 = 0 := by
      refine sum_eq_zero (fun l hl => ?_)
      have hl' : l ≤ L := by
        have := mem_range.1 hl
        omega
      rw [h l hl', paulingCoeff, sub_self]
      norm_num
    rw [hd, hD]
    ring

/-- The greatest axial amplitude among all normalised hybrids of angular momenta `0, ..., L`
is `L+1`. -/
theorem greatest_strength (L : ℕ) :
    IsGreatest {a : ℝ | ∃ c, IsNormalised L c ∧ axialAmplitude L c = a} ((L : ℝ) + 1) := by
  constructor
  · exact ⟨paulingCoeff L, paulingCoeff_normalised L,
      (pauling_strength L _ (paulingCoeff_normalised L)).2.2 (fun _ _ => rfl)⟩
  · rintro a ⟨c, hc, rfl⟩
    exact (pauling_strength L c hc).1

/-- A normalised sp hybrid with s coefficient `s` and p vector `p` has amplitude at most 2 in
any unit direction `n`, with equality exactly when `s = 1/2` and `p = (√3/2) n`. -/
theorem sp_strength (s : ℝ) (p n : Fin 3 → ℝ)
    (h : s ^ 2 + dotProduct p p = 1) (hn : dotProduct n n = 1) :
    s + √3 * dotProduct p n ≤ 2 ∧
      (s + √3 * dotProduct p n = 2 ↔ s = 1 / 2 ∧ p = (√3 / 2) • n) := by
  have h3 : √(3 : ℝ) ^ 2 = 3 := Real.sq_sqrt (by norm_num)
  simp only [dotProduct, Fin.sum_univ_three] at h hn ⊢
  -- the deficit from 2 is a sum of squares
  have key : (s - 1 / 2) ^ 2 + (p 0 - √3 / 2 * n 0) ^ 2 + (p 1 - √3 / 2 * n 1) ^ 2
      + (p 2 - √3 / 2 * n 2) ^ 2
      = 2 - (s + √3 * (p 0 * n 0 + p 1 * n 1 + p 2 * n 2)) := by
    linear_combination h + 3 / 4 * hn + (n 0 ^ 2 + n 1 ^ 2 + n 2 ^ 2) / 4 * h3
  have qs := sq_nonneg (s - 1 / 2)
  have q0 := sq_nonneg (p 0 - √3 / 2 * n 0)
  have q1 := sq_nonneg (p 1 - √3 / 2 * n 1)
  have q2 := sq_nonneg (p 2 - √3 / 2 * n 2)
  refine ⟨by linarith, fun heq => ?_, ?_⟩
  · rw [heq, sub_self] at key
    have es : (s - 1 / 2) ^ 2 = 0 := by linarith
    have e0 : (p 0 - √3 / 2 * n 0) ^ 2 = 0 := by linarith
    have e1 : (p 1 - √3 / 2 * n 1) ^ 2 = 0 := by linarith
    have e2 : (p 2 - √3 / 2 * n 2) ^ 2 = 0 := by linarith
    refine ⟨sub_eq_zero.1 ((pow_eq_zero_iff two_ne_zero).1 es), ?_⟩
    ext i
    fin_cases i
    · exact sub_eq_zero.1 ((pow_eq_zero_iff two_ne_zero).1 e0)
    · exact sub_eq_zero.1 ((pow_eq_zero_iff two_ne_zero).1 e1)
    · exact sub_eq_zero.1 ((pow_eq_zero_iff two_ne_zero).1 e2)
  · rintro ⟨hs, hp⟩
    have e : ∀ i, p i = √3 / 2 * n i := fun i => congrFun hp i
    rw [hs, e 0, e 1, e 2]
    linear_combination (n 0 ^ 2 + n 1 ^ 2 + n 2 ^ 2) / 2 * h3 + 3 / 2 * hn

/-- A normalised axial spd hybrid has axial amplitude at most 3, with equality exactly for the
s, p and d coefficients `1/3`, `√3/3` and `√5/3`. -/
theorem spd_strength (a b d : ℝ) (h : a ^ 2 + b ^ 2 + d ^ 2 = 1) :
    a + √3 * b + √5 * d ≤ 3 ∧
      (a + √3 * b + √5 * d = 3 ↔ a = 1 / 3 ∧ b = √3 / 3 ∧ d = √5 / 3) := by
  have h3 : √(3 : ℝ) ^ 2 = 3 := Real.sq_sqrt (by norm_num)
  have h5 : √(5 : ℝ) ^ 2 = 5 := Real.sq_sqrt (by norm_num)
  have key : (a - 1 / 3) ^ 2 + (b - √3 / 3) ^ 2 + (d - √5 / 3) ^ 2
      = 2 - 2 / 3 * (a + √3 * b + √5 * d) := by
    linear_combination h + 1 / 9 * h3 + 1 / 9 * h5
  have qa := sq_nonneg (a - 1 / 3)
  have qb := sq_nonneg (b - √3 / 3)
  have qd := sq_nonneg (d - √5 / 3)
  refine ⟨by linarith, fun heq => ?_, ?_⟩
  · rw [heq] at key
    have ea : (a - 1 / 3) ^ 2 = 0 := by linarith
    have eb : (b - √3 / 3) ^ 2 = 0 := by linarith
    have ed : (d - √5 / 3) ^ 2 = 0 := by linarith
    exact ⟨sub_eq_zero.1 ((pow_eq_zero_iff two_ne_zero).1 ea),
      sub_eq_zero.1 ((pow_eq_zero_iff two_ne_zero).1 eb),
      sub_eq_zero.1 ((pow_eq_zero_iff two_ne_zero).1 ed)⟩
  · rintro ⟨ha, hb, hd⟩
    rw [ha, hb, hd]
    linear_combination 1 / 3 * h3 + 1 / 3 * h5

end

end PaulingHybridStrength
```

```lean
#print axioms PaulingHybridStrength.axialAmplitude_eq
-- 'PaulingHybridStrength.axialAmplitude_eq' depends on axioms: [propext, Classical.choice, Quot.sound]
#print axioms PaulingHybridStrength.greatest_strength
-- 'PaulingHybridStrength.greatest_strength' depends on axioms: [propext, Classical.choice, Quot.sound]
#print axioms PaulingHybridStrength.sp_strength
-- 'PaulingHybridStrength.sp_strength' depends on axioms: [propext, Classical.choice, Quot.sound]
#print axioms PaulingHybridStrength.spd_strength
-- 'PaulingHybridStrength.spd_strength' depends on axioms: [propext, Classical.choice, Quot.sound]
```

## How the proof follows the algebra

`sum_degeneracies` is the sum of the shell sizes, proved by the induction given above. `paulingCoeff_normalised` first rewrites each squared coefficient as $(2l+1)/(L+1)^2$, then takes the common denominator out of the sum and applies `sum_degeneracies`.

`axialAmplitude_eq` contains the main calculation. Its intermediate statement `hcross` identifies the overlap with the Pauling hybrid as $S/(L+1)$, and `hexp` expands the squared distance into three sums. After the two normalisation sums have been replaced by 1, what remains is an identity in $S$, $L+1$ and their quotient. The closing `linear_combination` settles it, using the fact that the quotient times $L+1$ gives back $S$.

In `pauling_strength`, the bound comes from that identity together with the non-negative product $(L+1)D$, which is passed to `nlinarith`. For the forward direction of the equality condition, `hz` states that $(L+1)D = 0$. Since $L+1$ is positive, $D = 0$, and `sum_eq_zero_iff_of_nonneg` then makes each squared difference vanish separately. For the converse, the assumed coefficients make every term of $D$ zero, and the identity returns $L+1$.

`greatest_strength` needs no new estimate. The Pauling coefficients show that the value is attained, and the first half of `pauling_strength` shows that it is an upper bound.

The last two theorems are proved directly, not as instances of the general one. In each, `key` is the completed square displayed above. It is verified by `linear_combination` from the normalisation and the squares of the roots; the s and p case also uses the unit length of `n`. The bound follows by `linarith` because the squares are non-negative. When the amplitude is maximal, the squares sum to zero, so `linarith` shows that each is zero, and the coefficients are read off. In `sp_strength` this is done component by component for the p vector. The converses are substitutions.

## Spherical functions as the starting point

The hybrid could have been modelled as a function on the unit sphere, expanded in all spherical harmonics with $l \le L$, with its amplitude defined as its value at a point. The factors $\sqrt{2l+1}$ would then be a consequence of the normalisation of the harmonics instead of part of a definition, and non-axial components would be allowed. Those components vanish on the axis, so they use up normalisation without adding amplitude there, and the maximum would still be $L+1$. The price would be a development of spherical harmonics before the short algebraic argument could begin. The coefficient model keeps the algebra in view and leaves that link to the physics outside Lean.

## Evaluating the strength of a computed hybrid

Suppose a localisation or population analysis supplies a hybrid on one atom as real coefficients over orthonormal s, $p_x$, $p_y$ and $p_z$ orbitals, whose radial parts have the same sign in the bonding region. The coefficients are first divided by the square root of the sum of their squares, since the part of a bond orbital on one atom is generally not normalised by itself. The overall sign, which is arbitrary, is chosen so that $s \ge 0$. If $\mathbf p \ne 0$, the direction of greatest amplitude is $\mathbf n = \mathbf p/|\mathbf p|$, and the strength is $s + \sqrt3\,|\mathbf p|$.

For the usual compositions this gives:

| Hybrid | $s$ | $\lvert\mathbf p\rvert$ | Strength |
|---|---|---|---|
| linear sp | $1/\sqrt2$ | $1/\sqrt2$ | 1.932 |
| sp² | $1/\sqrt3$ | $\sqrt{2/3}$ | 1.992 |
| sp³ | $1/2$ | $\sqrt3/2$ | 2 |

A value that exceeds 2 by more than rounding error, from a routine restricted to s and p orbitals, therefore points to missing normalisation or a wrong factor in the amplitude. The small spread in the table reflects the quadratic loss: the linear hybrid has $D \approx 0.068$, and for $L = 1$ the amplitude is $2 - D$.
